# Finitely many coupled levels have no positive, finite golden-rule rate at zero Lorentzian width

Suppose a code computes a decay rate from a finite list of levels, broadens each level to a Lorentzian, and then shrinks the width to converge the answer. With the levels held fixed, the rate does not settle at a positive value. It goes to zero if the energy differs from every level and diverges if the energy hits a coupled level. A rate quoted at one small width may therefore reflect that width more than the physics.

## The rate at small width

Let k label finitely many levels with real energies e_k and real couplings v_k, let E be the energy of the decaying state, and set ħ = 1. Replacing the delta function in the golden rule by a Lorentzian of half-width h > 0 gives

R(h) = ∑_k 2h v_k² / ((E − e_k)² + h²).

The width h stands for a finite lifetime of the final levels or for a chosen energy resolution. If every v_k is nonzero, then as h → 0⁺:

R(h)/h → 2 ∑_k v_k² / (E − e_k)², if E differs from every e_k,

R(h) → ∞, if E equals some e_k.

At every fixed h > 0 the integral over energy is nevertheless

∫ R dE = 2π ∑_k v_k².

## Width scans in a discretised continuum

Finite baths, box-normalised states and finite basis sets all replace a continuum by discrete levels. For such a fixed, finite model, the result says that h → 0 cannot produce a positive, finite decay rate. The usual remedy, which belongs to continuum theory and not to the theorems below, is to refine the levels first and reduce h afterwards.

A width scan shows the problem. Once h is small enough, halving it roughly halves R between levels and doubles R on a coupled level. For one level with e = 0 and v = 1, going from h = 0.1 to h = 0.01 changes R from about 0.198 to 0.020 at E = 1, and from 20 to 200 at E = 0. The integral is 2π in all cases, so a correct total strength does not validate the rate at a particular energy.

## Derivation from the individual Lorentzians

Off resonance, divide by h:

R(h)/h = ∑_k 2v_k² / ((E − e_k)² + h²).

No denominator vanishes at h = 0, so each term is continuous there, and setting h = 0 gives the stated limit. Multiplying by h shows that R(h) → 0.

For any E, multiply by h instead:

h R(h) = ∑_k 2h² v_k² / ((E − e_k)² + h²).

A term with e_k = E equals 2v_k² for every h > 0. In every other term the numerator tends to zero and the denominator to a nonzero number. Hence

h R(h) → 2S, where S = ∑_{k: e_k = E} v_k².

If a coupled level lies at E, then S > 0, and R(h) = (h R(h)) · (1/h) diverges.

Now suppose that R(h) has a finite limit Γ and that all couplings are nonzero. Then E is not a level, since R would diverge there; off resonance the limit is zero, so Γ = 0. Conversely, R(h) → 0 whenever E avoids every level.

For the integral, substitute x = (E − e_k)/h in each term:

∫ 2h v_k² / ((E − e_k)² + h²) dE = 2v_k² ∫ dx/(1 + x²) = 2π v_k².

Summing over k gives the total.

## The Lean file

```lean
import Mathlib

open Filter Topology MeasureTheory

namespace DiscreteGoldenRule

noncomputable section

variable {ι : Type*} [Fintype ι]

/-- Golden-rule rate at energy `E` for levels `e k` with couplings `v k` (units with `ħ = 1`),
each level being broadened to a Lorentzian of half-width `h > 0`. -/
def broadenedRate (e v : ι → ℝ) (E h : ℝ) : ℝ :=
  ∑ k, 2 * h * v k ^ 2 / ((E - e k) ^ 2 + h ^ 2)

/-- If `E` differs from every level, the broadened rate divided by the width `h` tends to
`2 ∑ v² / (E - e)²` as `h` tends to zero from above. -/
theorem rate_div_width_tendsto (e v : ι → ℝ) (E : ℝ) (hE : ∀ k, E ≠ e k) :
    Tendsto (fun h => broadenedRate e v E h / h) (𝓝[>] 0)
      (𝓝 (2 * ∑ k, v k ^ 2 / (E - e k) ^ 2)) := by
  -- each Lorentzian divided by its width is continuous at zero width
  have key : Tendsto (fun h : ℝ => ∑ k, 2 * (v k ^ 2 / ((E - e k) ^ 2 + h ^ 2))) (𝓝[>] 0)
      (𝓝 (∑ k, 2 * (v k ^ 2 / (E - e k) ^ 2))) := by
    refine tendsto_finsetSum _ fun k _ => ?_
    have hne : (E - e k) ^ 2 + (0 : ℝ) ^ 2 ≠ 0 := by
      rw [zero_pow two_ne_zero, add_zero]
      exact pow_ne_zero 2 (sub_ne_zero.mpr (hE k))
    have hc : ContinuousAt (fun h : ℝ => 2 * (v k ^ 2 / ((E - e k) ^ 2 + h ^ 2))) 0 :=
      continuousAt_const.mul (continuousAt_const.div (by fun_prop) hne)
    have ht := hc.tendsto
    simp only [ne_eq, OfNat.ofNat_ne_zero, not_false_eq_true, zero_pow, add_zero] at ht
    exact ht.mono_left nhdsWithin_le_nhds
  rw [Finset.mul_sum]
  refine key.congr' ?_
  filter_upwards [self_mem_nhdsWithin] with h hh
  have hpos : 0 < h := hh
  simp only [broadenedRate, Finset.sum_div]
  refine Finset.sum_congr rfl fun k _ => ?_
  have hd : (E - e k) ^ 2 + h ^ 2 ≠ 0 := by positivity
  field_simp

/-- At any energy `E`, the width times the broadened rate tends to twice the sum of the squared
couplings of the levels lying exactly at `E`, as the width tends to zero from above. -/
theorem width_mul_rate_tendsto (e v : ι → ℝ) (E : ℝ) :
    Tendsto (fun h => h * broadenedRate e v E h) (𝓝[>] 0)
      (𝓝 (2 * ∑ k with e k = E, v k ^ 2)) := by
  simp only [broadenedRate, Finset.sum_filter, Finset.mul_sum]
  refine tendsto_finsetSum _ fun k _ => ?_
  by_cases hk : e k = E
  · -- a resonant level contributes a constant
    rw [if_pos hk]
    refine tendsto_const_nhds.congr' ?_
    filter_upwards [self_mem_nhdsWithin] with h hh
    have hne : h ≠ 0 := ne_of_gt hh
    rw [hk, sub_self, zero_pow two_ne_zero, zero_add]
    field_simp
  · -- a detuned level contributes nothing in the limit
    rw [if_neg hk, mul_zero]
    have hne : (E - e k) ^ 2 + (0 : ℝ) ^ 2 ≠ 0 := by
      rw [zero_pow two_ne_zero, add_zero]
      exact pow_ne_zero 2 (sub_ne_zero.mpr (Ne.symm hk))
    have hc : ContinuousAt
        (fun h : ℝ => h * (2 * h * v k ^ 2 / ((E - e k) ^ 2 + h ^ 2))) 0 :=
      continuousAt_id.mul (ContinuousAt.div (by fun_prop) (by fun_prop) hne)
    have ht := hc.tendsto
    simp only [zero_mul] at ht
    exact ht.mono_left nhdsWithin_le_nhds

/-- If some level with nonzero coupling lies exactly at `E`, the broadened rate grows without
bound as the width tends to zero from above. -/
theorem rate_tendsto_atTop (e v : ι → ℝ) (E : ℝ) (k : ι) (hk : e k = E) (hv : v k ≠ 0) :
    Tendsto (broadenedRate e v E) (𝓝[>] 0) atTop := by
  have hsum : 0 < ∑ j with e j = E, v j ^ 2 :=
    Finset.sum_pos' (fun j _ => sq_nonneg (v j)) ⟨k, by simp [hk], by positivity⟩
  have hlim := (width_mul_rate_tendsto e v E).pos_mul_atTop
    (mul_pos two_pos hsum) tendsto_inv_nhdsGT_zero
  refine hlim.congr' ?_
  filter_upwards [self_mem_nhdsWithin] with h hh
  have hne : h ≠ 0 := ne_of_gt hh
  field_simp

/-- For finitely many levels with nonzero couplings, as the width `h` tends to zero from above:
the rate divided by `h` tends to `2 ∑ v² / (E - e)²` if `E` differs from every level, and the
rate tends to infinity if `E` coincides with a level. -/
theorem discrete_golden_rule_dichotomy (e v : ι → ℝ) (hv : ∀ k, v k ≠ 0) (E : ℝ) :
    ((∀ k, E ≠ e k) → Tendsto (fun h => broadenedRate e v E h / h) (𝓝[>] 0)
      (𝓝 (2 * ∑ k, v k ^ 2 / (E - e k) ^ 2))) ∧
    ((∃ k, E = e k) → Tendsto (broadenedRate e v E) (𝓝[>] 0) atTop) :=
  ⟨rate_div_width_tendsto e v E,
    fun ⟨k, hk⟩ => rate_tendsto_atTop e v E k hk.symm (hv k)⟩

/-- For finitely many levels with nonzero couplings, the broadened rate has a finite limit `Γ` at
vanishing width exactly when `Γ = 0` and `E` differs from every level. -/
theorem finite_limit_iff (e v : ι → ℝ) (hv : ∀ k, v k ≠ 0) (E Γ : ℝ) :
    Tendsto (broadenedRate e v E) (𝓝[>] 0) (𝓝 Γ) ↔ Γ = 0 ∧ ∀ k, E ≠ e k := by
  -- off resonance the rate is (rate / width) * width, which vanishes
  have hzero : (∀ k, E ≠ e k) → Tendsto (broadenedRate e v E) (𝓝[>] 0) (𝓝 0) := by
    intro hE
    have hid : Tendsto (fun h : ℝ => h) (𝓝[>] 0) (𝓝 0) :=
      tendsto_id.mono_left nhdsWithin_le_nhds
    have hlim := (rate_div_width_tendsto e v E hE).mul hid
    rw [mul_zero] at hlim
    refine hlim.congr' ?_
    filter_upwards [self_mem_nhdsWithin] with h hh
    exact div_mul_cancel₀ _ (ne_of_gt hh)
  constructor
  · intro hΓ
    have hE : ∀ k, E ≠ e k := fun k hk =>
      not_tendsto_nhds_of_tendsto_atTop (rate_tendsto_atTop e v E k hk.symm (hv k)) Γ hΓ
    exact ⟨tendsto_nhds_unique hΓ (hzero hE), hE⟩
  · rintro ⟨rfl, hE⟩
    exact hzero hE

/-- Sum rule: at every width `h > 0`, the broadened rate integrated over all energies equals
`2π` times the sum of the squared couplings. -/
theorem integral_rate (e v : ι → ℝ) (h : ℝ) (hh : 0 < h) :
    ∫ E, broadenedRate e v E h = 2 * Real.pi * ∑ k, v k ^ 2 := by
  -- rescale each Lorentzian to unit width
  have hterm : ∀ (k : ι) (E : ℝ), 2 * h * v k ^ 2 / ((E - e k) ^ 2 + h ^ 2) =
      (2 * v k ^ 2 / h) * (1 + ((E - e k) / h) ^ 2)⁻¹ := by
    intro k E
    have hd : (E - e k) ^ 2 + h ^ 2 ≠ 0 := by positivity
    have hs : 1 + ((E - e k) / h) ^ 2 = ((E - e k) ^ 2 + h ^ 2) / h ^ 2 := by
      rw [div_pow, add_div, div_self (pow_ne_zero 2 hh.ne'), add_comm]
    rw [hs, inv_div]
    field_simp
  have hint : ∀ k, Integrable (fun E : ℝ => (1 + ((E - e k) / h) ^ 2)⁻¹) := fun k =>
    (integrable_inv_one_add_sq.comp_div hh.ne').comp_sub_right (e k)
  have hval : ∀ k, ∫ E : ℝ, (1 + ((E - e k) / h) ^ 2)⁻¹ = h * Real.pi := by
    intro k
    calc ∫ E : ℝ, (1 + ((E - e k) / h) ^ 2)⁻¹
        = ∫ x : ℝ, (1 + (x / h) ^ 2)⁻¹ :=
          integral_sub_right_eq_self (fun x : ℝ => (1 + (x / h) ^ 2)⁻¹) (e k)
      _ = |h| • ∫ x : ℝ, (1 + x ^ 2)⁻¹ :=
          Measure.integral_comp_div (fun x : ℝ => (1 + x ^ 2)⁻¹) h
      _ = h * Real.pi := by
          rw [integral_univ_inv_one_add_sq, abs_of_pos hh, smul_eq_mul]
  simp only [broadenedRate, hterm]
  rw [MeasureTheory.integral_finsetSum _ (fun k _ => (hint k).const_mul _), Finset.mul_sum]
  refine Finset.sum_congr rfl fun k _ => ?_
  rw [integral_const_mul, hval k]
  field_simp

end

end DiscreteGoldenRule
```

```lean
#print axioms DiscreteGoldenRule.discrete_golden_rule_dichotomy
#print axioms DiscreteGoldenRule.finite_limit_iff
#print axioms DiscreteGoldenRule.integral_rate
```

```
'DiscreteGoldenRule.discrete_golden_rule_dichotomy' depends on axioms: [propext, Classical.choice, Quot.sound]
'DiscreteGoldenRule.finite_limit_iff' depends on axioms: [propext, Classical.choice, Quot.sound]
'DiscreteGoldenRule.integral_rate' depends on axioms: [propext, Classical.choice, Quot.sound]
```

## What the statements say

The finite type `ι` labels the levels, and `e v : ι → ℝ` are their energies and couplings. Nothing requires the energies to be distinct, so degeneracies are allowed. `broadenedRate e v E h` is R(h). The filter `𝓝[>] 0` means that h approaches zero through positive values, and `atTop` means growth beyond every bound.

`discrete_golden_rule_dichotomy` states the two limits. `finite_limit_iff` says that R(h) tends to a real number Γ exactly when Γ = 0 and E avoids every level. `integral_rate` gives the total strength at each positive width.

## How the lemmas follow the derivation

`rate_div_width_tendsto` takes the off-resonant limit term by term, with `hne` supplying the nonzero denominator. `width_mul_rate_tendsto` splits the terms by whether `e k = E`. `rate_tendsto_atTop` shows that S is positive and applies `pos_mul_atTop`, which multiplies a positive limit by the divergent 1/h. The dichotomy combines these cases, and `finite_limit_iff` adds uniqueness of limits. In `integral_rate`, `hterm` rescales each Lorentzian, `hval` evaluates its integral by a shift and a rescaling, and `hint` provides the integrability needed to exchange sum and integral.

The device that carries the limits is `Tendsto.congr'`. It transfers a limit between two functions that agree eventually along a filter, even if they differ elsewhere. Here `self_mem_nhdsWithin` supplies h > 0, which permits cancelling h. At h = 0 the cancelled and uncancelled expressions can differ, because Lean sets division by zero to zero, but `𝓝[>] 0` ignores that point.

## Uncoupled levels and the reach of the limits

Divergence at E needs at least one level there with nonzero coupling. Take a single level with e = 0 and v = 0, and set E = 0: then R(h) = 0 for every h > 0, although E coincides with a level. Uncoupled levels do no harm if a coupled one also lies at E, and `rate_tendsto_atTop` assumes only that one.

The theorems concern real numbers, a fixed finite set of levels and Lorentzian broadening. They give no error estimate at finite h, so they do not say which width suits a given level spacing, and they do not bound rounding errors. The broadened golden-rule formula is taken as a definition; it is not derived from the time evolution. The integral runs over the whole energy axis, so a sum over a finite energy window will miss part of the Lorentzian tails.
